# Flat band at energy −2t for the Bloch Hamiltonian 2t(sin k σz + cos k σx)

The theorem `flat_band` concerns a non-interacting two-band model, the Creutz ladder with the 2×2 Bloch Hamiltonian H(k) = 2t(sin k σz + cos k σx), for any real t and k. With P(k) = (1 − sin k σz − cos k σx)/2, it states three matrix identities: H(k)² = 4t² times the identity, P(k)² = P(k), and H(k)P(k) = −2t P(k). So every vector in the range of P(k) has energy −2t, whatever k is. The attempt checks each identity entry by entry: `simp` expands the matrix products, and then either `ring` or a `linear_combination` using sin² k + cos² k = 1 is meant to finish.

As first written in Lean, the proof fails:

```lean
import Mathlib

open Matrix Filter Topology
open scoped Real

namespace FlatBand

noncomputable section

/-- Bloch Hamiltonian `2t (sin k σz + cos k σx)` of the Creutz ladder. -/
def hamiltonian (t k : ℝ) : Matrix (Fin 2) (Fin 2) ℝ :=
  !![2 * t * Real.sin k, 2 * t * Real.cos k; 2 * t * Real.cos k, -(2 * t * Real.sin k)]

/-- The matrix `P(k) = (1 - sin k σz - cos k σx) / 2`. -/
def projector (k : ℝ) : Matrix (Fin 2) (Fin 2) ℝ :=
  !![(1 - Real.sin k) / 2, -Real.cos k / 2; -Real.cos k / 2, (1 + Real.sin k) / 2]

/-- The Hamiltonian squares to `4t²`, and `P(k)` is a projector onto states
of energy `-2t` at every `k`. -/
theorem flat_band (t k : ℝ) :
    hamiltonian t k * hamiltonian t k = (4 * t ^ 2) • (1 : Matrix (Fin 2) (Fin 2) ℝ) ∧
    projector k * projector k = projector k ∧
    hamiltonian t k * projector k = (-(2 * t)) • projector k := by
  have h := Real.sin_sq_add_cos_sq k
  refine ⟨?_, ?_, ?_⟩
  · ext i j
    fin_cases i <;> fin_cases j <;>
      simp [hamiltonian, Matrix.mul_apply, Fin.sum_univ_two] <;>
      first | ring | linear_combination (4 * t ^ 2) * h
  · ext i j
    fin_cases i <;> fin_cases j <;>
      simp [projector, Matrix.mul_apply, Fin.sum_univ_two] <;>
      first | ring | linear_combination (1 / 4) * h
  · ext i j
    fin_cases i <;> fin_cases j <;>
      simp [hamiltonian, projector, Matrix.mul_apply, Fin.sum_univ_two] <;>
      first | ring | linear_combination (-t) * h

end

end FlatBand
```

Compiling this gives:

```
Try this:
  [apply] ring_nf
  
  The `ring` tactic failed to close the goal. Use `ring_nf` to obtain a normal form.
    
  Note that `ring` works primarily in *commutative* rings. If you have a noncommutative ring, abelian group or module, consider using `noncomm_ring`, `abel` or `module` instead.
Try this:
  [apply] ring_nf
  
  The `ring` tactic failed to close the goal. Use `ring_nf` to obtain a normal form.
    
  Note that `ring` works primarily in *commutative* rings. If you have a noncommutative ring, abelian group or module, consider using `noncomm_ring`, `abel` or `module` instead.
Main.lean:26:2: error: unsolved goals
case refine_1.«0».«0»
t k : ℝ
h : Real.sin k ^ 2 + Real.cos k ^ 2 = 1
⊢ t ^ 2 * Real.sin k ^ 2 * 4 + t ^ 2 * Real.cos k ^ 2 * 4 = t ^ 2 * 4

case refine_1.«1».«1»
t k : ℝ
h : Real.sin k ^ 2 + Real.cos k ^ 2 = 1
⊢ t ^ 2 * Real.cos k ^ 2 * 4 + t ^ 2 * Real.sin k ^ 2 * 4 = t ^ 2 * 4
Try this:
  [apply] ring_nf
  
  The `ring` tactic failed to close the goal. Use `ring_nf` to obtain a normal form.
    
  Note that `ring` works primarily in *commutative* rings. If you have a noncommutative ring, abelian group or module, consider using `noncomm_ring`, `abel` or `module` instead.
Try this:
  [apply] ring_nf
  
  The `ring` tactic failed to close the goal. Use `ring_nf` to obtain a normal form.
    
  Note that `ring` works primarily in *commutative* rings. If you have a noncommutative ring, abelian group or module, consider using `noncomm_ring`, `abel` or `module` instead.
Main.lean:30:2: error: unsolved goals
case refine_2.«0».«0»
t k : ℝ
h : Real.sin k ^ 2 + Real.cos k ^ 2 = 1
⊢ 1 / 4 + Real.sin k * (-1 / 2) + Real.sin k ^ 2 * (1 / 4) + Real.cos k ^ 2 * (1 / 4) = 1 / 2 + Real.sin k * (-1 / 2)

case refine_2.«1».«1»
t k : ℝ
h : Real.sin k ^ 2 + Real.cos k ^ 2 = 1
⊢ 1 / 4 + Real.cos k ^ 2 * (1 / 4) + Real.sin k * (1 / 2) + Real.sin k ^ 2 * (1 / 4) = 1 / 2 + Real.sin k * (1 / 2)
Try this:
  [apply] ring_nf
  
  The `ring` tactic failed to close the goal. Use `ring_nf` to obtain a normal form.
    
  Note that `ring` works primarily in *commutative* rings. If you have a noncommutative ring, abelian group or module, consider using `noncomm_ring`, `abel` or `module` instead.
Try this:
  [apply] ring_nf
  
  The `ring` tactic failed to close the goal. Use `ring_nf` to obtain a normal form.
    
  Note that `ring` works primarily in *commutative* rings. If you have a noncommutative ring, abelian group or module, consider using `noncomm_ring`, `abel` or `module` instead.
Main.lean:34:2: error: unsolved goals
case refine_3.«0».«0»
t k : ℝ
h : Real.sin k ^ 2 + Real.cos k ^ 2 = 1
⊢ t * Real.sin k - t * Real.sin k ^ 2 - t * Real.cos k ^ 2 = -t + t * Real.sin k

case refine_3.«1».«1»
t k : ℝ
h : Real.sin k ^ 2 + Real.cos k ^ 2 = 1
⊢ -(t * Real.cos k ^ 2) - t * Real.sin k - t * Real.sin k ^ 2 = -t - t * Real.sin k
```

Cause. All three errors are "unsolved goals", and in each the two diagonal entries are left over. These need sin² k + cos² k = 1, which `ring` doesn't know, since it treats `Real.sin k` and `Real.cos k` as unrelated quantities. The `linear_combination` alternatives supply that identity through `h`, but they were never tried.

The reason is that `ring` doesn't fail when it can't prove such a goal. It falls back to `ring_nf`, which rewrites the goal in normal form and leaves it open; the "Try this: ring_nf" messages report this. `first` keeps the first alternative that doesn't fail, so it stopped at `ring`.

`ring1` has no such fallback: it closes the goal or fails. With it in all three places, `first` goes on to `linear_combination` for the diagonal entries, and the coefficients already written there are correct. The added comment is mere tidying.

After these edits no error is left:

```diff
@@ -23,17 +23,18 @@
     hamiltonian t k * projector k = (-(2 * t)) • projector k := by
   have h := Real.sin_sq_add_cos_sq k
+  -- off-diagonal entries are identities, diagonal ones use sin² + cos² = 1
   refine ⟨?_, ?_, ?_⟩
   · ext i j
     fin_cases i <;> fin_cases j <;>
       simp [hamiltonian, Matrix.mul_apply, Fin.sum_univ_two] <;>
-      first | ring | linear_combination (4 * t ^ 2) * h
+      first | ring1 | linear_combination (4 * t ^ 2) * h
   · ext i j
     fin_cases i <;> fin_cases j <;>
       simp [projector, Matrix.mul_apply, Fin.sum_univ_two] <;>
-      first | ring | linear_combination (1 / 4) * h
+      first | ring1 | linear_combination (1 / 4) * h
   · ext i j
     fin_cases i <;> fin_cases j <;>
       simp [hamiltonian, projector, Matrix.mul_apply, Fin.sum_univ_two] <;>
-      first | ring | linear_combination (-t) * h
+      first | ring1 | linear_combination (-t) * h
 
 end
```
